# A componentwise one-point Gaussian-kernel force with nonzero coefficient vector is not conservative in two or more dimensions

A configuration is a vector x in R^d; for N atoms in three dimensions, d = 3N. The inner product is written ⟨a, b⟩ and the norm ‖a‖. A force F belongs to an energy U when F(x) = −∇U(x) at every x. Componentwise kernel regression fits each Cartesian force component separately with the same scalar kernel. With a single training point x₀ and a Gaussian kernel, it predicts

F(x) = exp(−γ‖x − x₀‖²) v,

where the vector v collects the fitted coefficients. The constant γ > 0 is an inverse squared length that sets how far the training point's influence reaches. A displacement w is called transverse if ⟨v, w⟩ = 0.

```lean
import Mathlib

open MeasureTheory

namespace ComponentwiseForceRegression

noncomputable section

variable {V : Type*} [NormedAddCommGroup V] [InnerProductSpace ℝ V] [CompleteSpace V]
```

The general lemmas are stated for a space `V` with a real inner product, complete in its norm. R^d is the case needed here, and completeness ensures that the derivative of an energy can be represented by a gradient vector.

```lean
/-- A force field is conservative if it is minus the gradient of some energy `U` at every
configuration. -/
def IsConservative (F : V → V) : Prop :=
  ∃ U : V → ℝ, ∀ x, HasGradientAt U (-F x) x
```

`IsConservative F` is a proposition about a force field `F`: there is (`∃`) a function U such that, for all (`∀`) x, U is differentiable at x with gradient −F(x). Nothing is assumed about second derivatives of U.

```lean
/-- The force predicted by componentwise Gaussian-kernel regression with a single training point
`x₀` and coefficient vector `v`. The kernel is a Gaussian when `γ > 0`. -/
def onePointForce {d : ℕ} (γ : ℝ) (x₀ v : EuclideanSpace ℝ (Fin d)) :
    EuclideanSpace ℝ (Fin d) → EuclideanSpace ℝ (Fin d) :=
  fun x => Real.exp (-γ * ‖x - x₀‖ ^ 2) • v
```

This is the predicted force. `EuclideanSpace ℝ (Fin d)` is R^d with its usual norm, and `•` multiplies a vector by a number. The vector `v` is arbitrary, so the fitting step that would determine it from data is not modelled. Distances are taken directly in Cartesian coordinates, without molecular descriptors or symmetrisation.

```lean
/-- Along a straight line with direction `w`, the energy changes at the rate given by the inner
product of its gradient with `w`. -/
theorem hasDerivAt_along_line {U : V → ℝ} {g x w : V} {t : ℝ}
    (h : HasGradientAt U g (x + t • w)) :
    HasDerivAt (fun s : ℝ => U (x + s • w)) (inner ℝ g w) t := by
  have h1 : HasDerivAt (fun s : ℝ => s • w) ((1 : ℝ) • w) t :=
    (hasDerivAt_id t).smul_const w
  have h2 : HasDerivAt (fun s : ℝ => x + s • w) ((1 : ℝ) • w) t := h1.const_add x
  rw [one_smul] at h2
  exact HasFDerivAt.comp_hasDerivAt t h.hasFDerivAt h2
```

The variables and hypotheses stand in brackets after the theorem's name, and the conclusion follows the colon after the last of these brackets. If U has gradient g at the point x + t w, then

d/ds U(x + s w) = ⟨g, w⟩ at s = t.

This is the chain rule. The steps `h1` and `h2` establish that the line s ↦ x + s w has velocity w, and the last line composes it with U.

```lean
/-- If the force always points along `v`, its energy is unchanged by any displacement
orthogonal to `v`. -/
theorem energy_transverse_invariant {U k : V → ℝ} {v : V}
    (hU : ∀ x, HasGradientAt U (-(k x • v)) x) (x : V) {w : V} (hw : inner ℝ v w = 0) :
    U (x + w) = U x := by
  have hd : ∀ t : ℝ, HasDerivAt (fun s : ℝ => U (x + s • w)) 0 t := fun t =>
    (hasDerivAt_along_line (hU _)).congr_deriv
      (by rw [inner_neg_left, real_inner_smul_left, hw, mul_zero, neg_zero])
  have h := is_const_of_deriv_eq_zero (fun t => (hd t).differentiableAt)
    (fun t => (hd t).deriv) 1 0
  simpa using h
```

Suppose the force is k(x) v, with fixed direction v and scalar amplitude k, so that ∇U(x) = −k(x) v. For transverse w, the previous lemma gives

d/ds U(x + s w) = −k(x + s w) ⟨v, w⟩ = 0.

U is therefore constant along the line, and comparing s = 1 with s = 0 gives U(x + w) = U(x). In physical terms, the force does no work on a transverse displacement. In the proof, `hd` is the vanishing derivative and `h` the resulting constancy.

```lean
omit [CompleteSpace V] in
/-- Subtracting from `u` its projection onto `v` leaves a vector orthogonal to `v`. -/
theorem inner_transverse_part {v : V} (hv : v ≠ 0) (u : V) :
    inner ℝ v (u - ((inner ℝ v v)⁻¹ * inner ℝ v u) • v) = 0 := by
  have hc : inner ℝ v v ≠ 0 := inner_self_ne_zero.mpr hv
  rw [inner_sub_right, real_inner_smul_right, mul_right_comm, inv_mul_cancel₀ hc, one_mul,
    sub_self]
```

For v ≠ 0, removing from u its projection onto v leaves a transverse vector:

⟨v, u − (⟨v, u⟩/⟨v, v⟩) v⟩ = ⟨v, u⟩ − ⟨v, u⟩ = 0.

The vector v need not have unit length, which is why ⟨v, v⟩ appears in the denominator. The `omit` line drops the completeness assumption, which this lemma does not use.

```lean
/-- For `v ≠ 0` and a continuous amplitude `k`, the force `k x • v` is conservative exactly when `k`
is unchanged by all displacements orthogonal to `v`. -/
theorem isConservative_fixed_direction_iff {k : V → ℝ} (hk : Continuous k) {v : V}
    (hv : v ≠ 0) :
    IsConservative (fun x => k x • v) ↔
      ∀ x w : V, inner ℝ v w = 0 → k (x + w) = k x := by
  have hc : inner ℝ v v ≠ 0 := inner_self_ne_zero.mpr hv
  constructor
  · rintro ⟨U, hU⟩ x w hw
    -- the energy profiles along `v` through `x + w` and through `x` coincide
    have heq : (fun s : ℝ => U (x + w + s • v)) = fun s : ℝ => U (x + s • v) := by
      funext s
      rw [add_right_comm]
      exact energy_transverse_invariant hU _ hw
    have h1 := hasDerivAt_along_line (x := x + w) (w := v) (t := 0) (hU _)
    have h2 := hasDerivAt_along_line (x := x) (w := v) (t := 0) (hU _)
    rw [heq] at h1
    have h := h1.unique h2
    simp only [zero_smul, add_zero, inner_neg_left, real_inner_smul_left] at h
    exact mul_right_cancel₀ hc (neg_injective h)
  · intro h
    -- integrate the amplitude along `v`, using the coordinate `L` along `v`
    obtain ⟨L, hL⟩ : ∃ L : V →L[ℝ] ℝ, ∀ y, L y = (inner ℝ v v)⁻¹ * inner ℝ v y :=
      ⟨(inner ℝ v v)⁻¹ • innerSL ℝ v, fun y => rfl⟩
    refine ⟨fun x => -(inner ℝ v v) * ∫ r in (0 : ℝ)..(L x), k (r • v), fun x => ?_⟩
    have hcont : Continuous (fun r : ℝ => k (r • v)) :=
      hk.comp (continuous_id.smul continuous_const)
    have hG : HasDerivAt (fun u : ℝ => ∫ r in (0 : ℝ)..u, k (r • v)) (k (L x • v)) (L x) :=
      (hcont.integral_hasStrictDerivAt 0 (L x)).hasDerivAt
    have hF := (hG.comp_hasFDerivAt x L.hasFDerivAt).const_mul (-(inner ℝ v v))
    have hkx : k x = k (L x • v) := by
      have hp : inner ℝ v (x - L x • v) = 0 := by
        rw [hL]
        exact inner_transverse_part hv x
      have h' := h (L x • v) (x - L x • v) hp
      rwa [add_sub_cancel] at h'
    rw [hasGradientAt_iff_hasFDerivAt]
    refine hF.congr_fderiv ?_
    ext y
    change -(inner ℝ v v) * (k (L x • v) * L y) = inner ℝ (-(k x • v)) y
    rw [← hkx, hL, inner_neg_left, real_inner_smul_left]
    linear_combination (-(k x * inner ℝ v y)) * inv_mul_cancel₀ hc
```

For continuous k and v ≠ 0, the force k(x) v is conservative if and only if k(x + w) = k(x) for every x and every transverse w. The proof treats the two directions in turn.

Suppose first that an energy U exists. Transverse displacements leave it unchanged, so for every s

U(x + w + s v) = U(x + s v).

This is `heq`. Differentiating both sides at s = 0 gives

−k(x + w) ⟨v, v⟩ = −k(x) ⟨v, v⟩,

and dividing by −⟨v, v⟩ ≠ 0 gives the claim. In Lean, `h1` and `h2` are the two derivatives, and `h1.unique h2` equates them.

Conversely, suppose k is unchanged by transverse displacements. Let L(y) = ⟨v, y⟩/⟨v, v⟩ be the coordinate along v, and define the energy as minus the work done along v:

U(x) = −⟨v, v⟩ ∫₀^{L(x)} k(r v) dr.

By the fundamental theorem of calculus, which uses the continuity of k, and the chain rule, the derivative of U at x in direction y is

−⟨v, v⟩ k(L(x) v) L(y) = −k(L(x) v) ⟨v, y⟩.

The points x and L(x) v differ by a transverse vector, so k(L(x) v) = k(x); this is `hkx`. The derivative is thus ⟨−k(x) v, y⟩, which means ∇U(x) = −k(x) v, as required.

```lean
/-- The one-point Gaussian-kernel force prediction on `R^d` is conservative exactly when
`d ≤ 1` or the coefficient vector vanishes. -/
theorem onePointForce_isConservative_iff {d : ℕ} {γ : ℝ} (hγ : 0 < γ)
    (x₀ v : EuclideanSpace ℝ (Fin d)) :
    IsConservative (onePointForce γ x₀ v) ↔ d ≤ 1 ∨ v = 0 := by
  by_cases hv : v = 0
  · subst hv
    refine ⟨fun _ => Or.inr rfl, fun _ => ⟨fun _ => 0, fun x => ?_⟩⟩
    have h0 : -onePointForce γ x₀ 0 x = 0 := by simp [onePointForce]
    rw [h0, hasGradientAt_iff_hasFDerivAt, map_zero]
    exact hasFDerivAt_const _ _
  have hcont : Continuous
      (fun x : EuclideanSpace ℝ (Fin d) => Real.exp (-γ * ‖x - x₀‖ ^ 2)) := by fun_prop
  have key := isConservative_fixed_direction_iff hcont hv
  constructor
  · intro hF
    left
    -- the Gaussian changes under every nonzero displacement from its centre
    have hzero : ∀ w : EuclideanSpace ℝ (Fin d), inner ℝ v w = 0 → w = 0 := by
      intro w hw
      have h : Real.exp (-γ * ‖x₀ + w - x₀‖ ^ 2) = Real.exp (-γ * ‖x₀ - x₀‖ ^ 2) :=
        key.mp hF x₀ w hw
      rw [add_sub_cancel_left, sub_self, norm_zero] at h
      have h' := Real.exp_injective h
      have h2 : γ * ‖w‖ ^ 2 = 0 := by linear_combination -h'
      have h3 : ‖w‖ ^ 2 = 0 := (mul_eq_zero.mp h2).resolve_left hγ.ne'
      exact norm_eq_zero.mp (pow_eq_zero_iff (two_ne_zero)|>.mp h3)
    -- hence every vector is a multiple of `v`
    have hfin : Module.finrank ℝ (EuclideanSpace ℝ (Fin d)) ≤ 1 :=
      finrank_le_one v fun u =>
        ⟨_, (sub_eq_zero.mp (hzero _ (inner_transverse_part hv u))).symm⟩
    rwa [finrank_euclideanSpace_fin] at hfin
  · intro hd
    have hd1 : d ≤ 1 := hd.resolve_right hv
    refine key.mpr fun x w hw => ?_
    -- in dimension at most one, only the zero vector is orthogonal to `v`
    have hfin : Module.finrank ℝ (EuclideanSpace ℝ (Fin d)) ≤ 1 := by
      rwa [finrank_euclideanSpace_fin]
    obtain ⟨e, he⟩ := finrank_le_one_iff.mp hfin
    obtain ⟨a, ha⟩ := he v
    obtain ⟨b, hb⟩ := he w
    have ha0 : a ≠ 0 := by
      rintro rfl
      exact hv (by rw [← ha, zero_smul])
    have hab : a • w = b • v := by rw [← ha, ← hb, smul_comm]
    have h1 : a * inner ℝ w w = 0 := by
      rw [← real_inner_smul_left, hab, real_inner_smul_left, hw, mul_zero]
    have hw0 : w = 0 := inner_self_eq_zero.mp ((mul_eq_zero.mp h1).resolve_left ha0)
    rw [hw0, add_zero]
```

For γ > 0, the one-point force is conservative if and only if d ≤ 1 or v = 0. If v = 0, the force vanishes and a constant energy serves. For v ≠ 0, the preceding criterion applies with k(x) = exp(−γ‖x − x₀‖²), and is named `key` in the proof.

Suppose the force is conservative and w is transverse. Applying the criterion at the centre x = x₀ gives

exp(−γ‖w‖²) = exp(0) = 1.

Hence γ‖w‖² = 0, and w = 0 because γ > 0. This is `hzero`: no nonzero transverse direction exists. The transverse part of every vector u is then zero, so every u is a multiple of v, and the dimension is at most one. Lean writes the dimension as `Module.finrank`.

Suppose instead that d ≤ 1. All vectors are multiples of one vector e, so v = a e and w = b e, with a ≠ 0 because v ≠ 0. Then a w = b v, and for transverse w

a ⟨w, w⟩ = b ⟨v, w⟩ = 0,

so w = 0. The only transverse displacement is the zero one, the amplitude is trivially unchanged by it, and the criterion supplies an energy.

The condition γ > 0 matters: at γ = 0 the force is the constant v, which has the energy −⟨v, x⟩ in any dimension.

```lean
/-- In two or more dimensions, a one-point Gaussian-kernel force prediction with nonzero
coefficient vector is not minus the gradient of any differentiable energy. -/
theorem onePointForce_ne_neg_gradient {d : ℕ} (hd : 2 ≤ d) {γ : ℝ} (hγ : 0 < γ)
    (x₀ : EuclideanSpace ℝ (Fin d)) {v : EuclideanSpace ℝ (Fin d)} (hv : v ≠ 0)
    (U : EuclideanSpace ℝ (Fin d) → ℝ) (hU : Differentiable ℝ U) :
    ¬ ∀ x, onePointForce γ x₀ v x = -gradient U x := by
  intro h
  have hF : IsConservative (onePointForce γ x₀ v) := by
    refine ⟨U, fun x => ?_⟩
    rw [h x, neg_neg]
    exact (hU x).hasGradientAt
  rcases (onePointForce_isConservative_iff hγ x₀ v).mp hF with h1 | h1
  · omega
  · exact hv h1

end

end ComponentwiseForceRegression
```

This is the result stated in the title. For d ≥ 2, γ > 0, v ≠ 0 and any training point x₀, no differentiable U satisfies F(x) = −∇U(x) at all x. The symbol `¬` means "not". The proof assumes such a U, packages it as a witness for `IsConservative`, and applies the preceding theorem. That leaves d ≤ 1, which `omega` refutes by integer arithmetic, or v = 0, which contradicts `hv`.

For molecular dynamics driven by this one-training-point model with v ≠ 0 in two or more dimensions, there is consequently no potential energy function from which the forces derive. The theorem does not address sums over several training points.

```lean
#print axioms ComponentwiseForceRegression.onePointForce_ne_neg_gradient
```

```
'ComponentwiseForceRegression.onePointForce_ne_neg_gradient' depends on axioms: [propext, Classical.choice, Quot.sound]
```
